# A cosine potential of frequency $N$, sampled at $N$ points, acts as a phase-dependent constant on orbitals of degree below $N/2$

The dense-grid potential is modelled by a single Fourier component, and an orbital by a finite sum of plane waves with a sharp cutoff. On the unit period, write $e_k(x)=e^{2\pi i kx}$ for integer $k$, and let

$$\varphi=\sum_{m=-M}^{M}a_m e_m,\qquad \psi=\sum_{n=-M}^{M}b_n e_n,\qquad V(x)=c\cos\bigl(2\pi N(x-\tau)\bigr),$$

with complex coefficients $a_m,b_n$, real amplitude $c$ and atomic position $\tau$. In an ultrasoft calculation, $V$ stands for a component that the fine grid of the augmentation charge resolves and the coarser orbital grid does not.

## A vanishing integral and a constant set of samples

Let $\langle\varphi,\psi\rangle=\int_0^1\overline{\varphi}\,\psi\,dx$. If $2M<N$, then

$$\frac1N\sum_{j=0}^{N-1}\overline{\varphi(j/N)}\,V(j/N)\,\psi(j/N)=c\cos(2\pi N\tau)\,\langle\varphi,\psi\rangle,\qquad \int_0^1\overline{\varphi}\,V\psi\,dx=0.$$

**Plane waves.** We have $\overline{e_m}\,e_n=e_{n-m}$, and $\int_0^1 e_k\,dx$ is 1 for $k=0$ and 0 otherwise. The grid average of $e_k$ behaves in the same way when $|k|<N$. Its samples are powers $w^j$ of $w=e^{2\pi ik/N}$, with $w^N=1$. If $w=1$, then $k$ is a multiple of $N$, hence $k=0$. For $k\neq0$ we therefore have $w\ne1$, and $(1-w)\sum_{j=0}^{N-1} w^j=1-w^N=0$ makes the sum vanish.

**Exact element.** Splitting the cosine into exponentials gives

$$\overline{e_m}\,V e_n=\tfrac c2\bigl[e_{-N}(\tau)\,e_{n-m+N}+e_N(\tau)\,e_{n-m-N}\bigr].$$

The integral is nonzero only if $n-m=\pm N$. Since $|n-m|\le 2M<N$, this never happens, and the sum over $m,n$ with weights $\overline{a_m}b_n$ is zero.

**Sampled element.** At a grid point, $V(j/N)=c\cos(2\pi j-2\pi N\tau)=c\cos(2\pi N\tau)$ for every $j$. The constant comes out of the average. What remains is the grid average of $e_{n-m}$, which is 1 for $m=n$ and 0 otherwise, so the sum over $m,n$ is $c\cos(2\pi N\tau)\sum_m\overline{a_m}b_m=c\cos(2\pi N\tau)\langle\varphi,\psi\rangle$.

**Levels.** In the plane-wave basis the sampled potential is thus $s\,\mathbf 1$ with $s=c\cos(2\pi N\tau)$. For a Hamiltonian matrix $H$, $(H+s\mathbf 1)v=(E+s)v$ holds exactly when $Hv=Ev$.

**A numerical case.** Take $M=1$, $N=3$, $c=0.2$, $\tau=1/18$ and the normalised orbital $\varphi=\psi=(e_0+e_1)/\sqrt2$. Then $|\varphi(x)|^2=1+\cos2\pi x$ takes the values $2,\tfrac12,\tfrac12$ on the grid, with average 1. Each potential sample is $0.2\cos(\pi/3)=0.1$, so the sampled element is $0.1$, while the exact one is 0. With the atom at $\tau=1/6$ the sampled element is $-0.2$.

In this one-dimensional model with a fixed Hamiltonian matrix, subsampling makes the levels ripple as the atom moves relative to the grid. Fourier filtering that removes the components at $\pm N$ before sampling leaves no potential and no shift.

## Orbitals, potential and matrix elements in Lean

`planeWave k` is $e_k$, with an integer frequency and a real position.

```lean
import Mathlib

open scoped ComplexConjugate Real

namespace SubsampledPotential

noncomputable section

/-- The plane wave `exp (2 π i k x)` on the unit period. -/
def planeWave (k : ℤ) (x : ℝ) : ℂ := Complex.exp (2 * π * Complex.I * k * x)
```

The coefficients of an orbital are a function on all integers, of which only the values from $-M$ to $M$ enter. No normalisation is imposed.

```lean
/-- The orbital of degree at most `M` with plane-wave coefficients `a`. -/
def orbital (M : ℕ) (a : ℤ → ℂ) (x : ℝ) : ℂ :=
  ∑ m ∈ Finset.Icc (-(M : ℤ)) M, a m * planeWave m x

/-- The dense-grid potential `c cos (2 π N (x - τ))` of an atom at `τ`. -/
def densePotential (c τ : ℝ) (N : ℕ) (x : ℝ) : ℝ := c * Real.cos (2 * π * N * (x - τ))
```

The overlap and the exact element are integrals over one period, conjugate-linear in the first orbital. Both are the plain ones, without the augmentation terms of an ultrasoft calculation.

```lean
/-- The overlap of two orbitals over one period. -/
def overlap (φ ψ : ℝ → ℂ) : ℂ := ∫ x in (0 : ℝ)..1, conj (φ x) * ψ x

/-- The exact matrix element of a local potential `V` over one period. -/
def exactElement (V : ℝ → ℝ) (φ ψ : ℝ → ℂ) : ℂ :=
  ∫ x in (0 : ℝ)..1, conj (φ x) * (V x : ℂ) * ψ x
```

The sampled element is an average over $x=j/N$, so its weight $1/N$ matches the unit period.

```lean
/-- The matrix element of `V` sampled at the `N` points `j / N`, for `N ≥ 1`. -/
def gridElement (N : ℕ) (V : ℝ → ℝ) (φ ψ : ℝ → ℂ) : ℂ :=
  (∑ j ∈ Finset.range N,
    conj (φ ((j : ℝ) / N)) * (V ((j : ℝ) / N) : ℂ) * ψ ((j : ℝ) / N)) / N
```

`Modes M` is the set of the $2M+1$ basis frequencies, and `gridMatrix` collects the sampled elements between them.

```lean
/-- The frequencies of the plane-wave basis of degree at most `M`. -/
abbrev Modes (M : ℕ) := {m : ℤ // m ∈ Finset.Icc (-(M : ℤ)) M}

/-- The matrix of the sampled potential in the plane-wave basis, for `N ≥ 1`. -/
def gridMatrix (M N : ℕ) (V : ℝ → ℝ) : Matrix (Modes M) (Modes M) ℂ :=
  Matrix.of fun m n => gridElement N V (planeWave m) (planeWave n)
```

## Orthogonality under the integral and on the grid

The product rule follows from adding exponents.

```lean
/-- The product of a conjugated plane wave with another one is the plane wave of the
frequency difference. -/
theorem conj_planeWave_mul (m n : ℤ) (x : ℝ) :
    conj (planeWave m x) * planeWave n x = planeWave (n - m) x := by
  unfold planeWave
  rw [← Complex.exp_conj, ← Complex.exp_add]
  congr 1
  simp only [map_mul, Complex.conj_ofReal, Complex.conj_I, map_intCast, map_ofNat]
  push_cast
  ring
```

For nonzero frequency the antiderivative takes equal values at 0 and 1.

```lean
/-- A plane wave integrates to one over the period if its frequency is zero, and to zero
otherwise. -/
theorem integral_planeWave (k : ℤ) :
    ∫ x in (0 : ℝ)..1, planeWave k x = if k = 0 then 1 else 0 := by
  split_ifs with h
  · subst h
    simp [planeWave]
  · have hk : (2 * π * Complex.I * k : ℂ) ≠ 0 :=
      mul_ne_zero Complex.two_pi_I_ne_zero (Int.cast_ne_zero.mpr h)
    have h1 : Complex.exp (2 * π * Complex.I * k) = 1 := by
      rw [mul_comm]
      exact Complex.exp_int_mul_two_pi_mul_I k
    unfold planeWave
    rw [integral_exp_mul_complex hk, Complex.ofReal_one, mul_one, h1, Complex.ofReal_zero,
      mul_zero, Complex.exp_zero, sub_self, zero_div]
```

The grid version is the geometric sum above: `hpow` writes the samples as powers, `hone` is $w^N=1$, and `hne` excludes $w=1$, because $k=nN$ with $n\neq0$ would contradict $|k|<N$.

```lean
/-- The `N`-point grid average of a plane wave of frequency below `N` in magnitude is one
for frequency zero, and zero otherwise. -/
theorem gridAverage_planeWave {N : ℕ} {k : ℤ} (hk : |k| < N) :
    (∑ j ∈ Finset.range N, planeWave k ((j : ℝ) / N)) / N = if k = 0 then 1 else 0 := by
  have hpos : (0 : ℤ) < N := lt_of_le_of_lt (abs_nonneg k) hk
  have hN : (N : ℂ) ≠ 0 := by exact_mod_cast hpos.ne'
  have hR : (N : ℝ) ≠ 0 := by exact_mod_cast hpos.ne'
  split_ifs with h
  · subst h
    simp [planeWave, hN]
  · -- the samples are powers of a root of unity different from one
    have hpow : ∀ j : ℕ, planeWave k ((j : ℝ) / N) = planeWave k (1 / N) ^ j := by
      intro j
      unfold planeWave
      rw [← Complex.exp_nat_mul]
      congr 1
      push_cast
      ring
    have hone : planeWave k (1 / N) ^ N = 1 := by
      rw [← hpow, div_self hR, planeWave, Complex.ofReal_one, mul_one, mul_comm]
      exact Complex.exp_int_mul_two_pi_mul_I k
    have hne : planeWave k (1 / N) ≠ 1 := by
      intro h1
      obtain ⟨n, hn⟩ := Complex.exp_eq_one_iff.mp h1
      have e : (((1 : ℝ) / N : ℝ) : ℂ) = 1 / N := by simp
      rw [e] at hn
      have e2 : (1 / N : ℂ) * N = 1 := one_div_mul_cancel hN
      have h2 : (k : ℂ) = n * N := by
        apply mul_left_cancel₀ Complex.two_pi_I_ne_zero
        linear_combination (N : ℂ) * hn - 2 * π * Complex.I * k * e2
      have h5 : k = n * N := by exact_mod_cast h2
      have hn0 : n ≠ 0 := by
        rintro rfl
        exact h (by simpa using h5)
      have h6 := Int.one_le_abs hn0
      rw [h5, abs_mul, Nat.abs_cast] at hk
      nlinarith
    have hg := mul_neg_geom_sum (planeWave k (1 / N)) N
    rw [hone, sub_self] at hg
    have hs := (mul_eq_zero.mp hg).resolve_left (sub_ne_zero.mpr hne.symm)
    rw [Finset.sum_congr rfl fun j _ => hpow j, hs, zero_div]
```

## Matrix elements between plane waves

Both elements expand with the same weights $\overline{a_m}b_n$. The pointwise expansion `hs` serves both halves; continuity of $V$ lets the integral pass through the finite sums.

```lean
/-- For a continuous potential, the exact and the sampled matrix elements between orbitals
are the same sesquilinear combinations of those between plane waves. -/
theorem element_expand (M N : ℕ) (a b : ℤ → ℂ) {V : ℝ → ℝ} (hV : Continuous V) :
    exactElement V (orbital M a) (orbital M b) =
      ∑ m ∈ Finset.Icc (-(M : ℤ)) M, ∑ n ∈ Finset.Icc (-(M : ℤ)) M,
        conj (a m) * b n * exactElement V (planeWave m) (planeWave n) ∧
    gridElement N V (orbital M a) (orbital M b) =
      ∑ m ∈ Finset.Icc (-(M : ℤ)) M, ∑ n ∈ Finset.Icc (-(M : ℤ)) M,
        conj (a m) * b n * gridElement N V (planeWave m) (planeWave n) := by
  have hs : ∀ (x : ℝ) (v : ℂ), conj (orbital M a x) * v * orbital M b x =
      ∑ m ∈ Finset.Icc (-(M : ℤ)) M, ∑ n ∈ Finset.Icc (-(M : ℤ)) M,
        conj (a m) * b n * (conj (planeWave m x) * v * planeWave n x) := by
    intro x v
    rw [orbital, orbital, map_sum, Finset.sum_mul, Finset.sum_mul]
    refine Finset.sum_congr rfl fun m _ => ?_
    rw [Finset.mul_sum]
    refine Finset.sum_congr rfl fun n _ => ?_
    rw [map_mul]
    ring
  have hp : ∀ k : ℤ, Continuous (planeWave k) := by
    intro k
    show Continuous fun x : ℝ => Complex.exp (2 * π * Complex.I * k * x)
    fun_prop
  have ht : ∀ m n : ℤ, Continuous fun x : ℝ =>
      conj (a m) * b n * (conj (planeWave m x) * (V x : ℂ) * planeWave n x) := fun m n =>
    continuous_const.mul (((Complex.continuous_conj.comp (hp m)).mul
      (Complex.continuous_ofReal.comp hV)).mul (hp n))
  constructor
  · unfold exactElement
    simp_rw [hs]
    rw [intervalIntegral.integral_finsetSum fun m _ =>
      (continuous_finsetSum _ fun n _ => ht m n).intervalIntegrable _ _]
    refine Finset.sum_congr rfl fun m _ => ?_
    rw [intervalIntegral.integral_finsetSum fun n _ => (ht m n).intervalIntegrable _ _]
    exact Finset.sum_congr rfl fun n _ => intervalIntegral.integral_const_mul _ _
  · unfold gridElement
    simp_rw [hs]
    rw [Finset.sum_comm, Finset.sum_div]
    refine Finset.sum_congr rfl fun m _ => ?_
    rw [Finset.sum_comm, Finset.sum_div]
    refine Finset.sum_congr rfl fun n _ => ?_
    rw [← Finset.mul_sum, mul_div_assoc]
```

In the next proof `hV` is the split of the cosine, with `h1` and `h2` handling its two exponentials. The two Kronecker conditions in the statement are $n-m=\mp N$.

```lean
/-- The exact dense-grid potential couples two plane waves only if their frequencies
differ by `N`. -/
theorem exactElement_planeWave (c τ : ℝ) (N : ℕ) (m n : ℤ) :
    exactElement (densePotential c τ N) (planeWave m) (planeWave n) =
      c / 2 * (planeWave (-(N : ℤ)) τ * (if n - m + N = 0 then 1 else 0) +
        planeWave N τ * (if n - m - N = 0 then 1 else 0)) := by
  have hp : ∀ k : ℤ, Continuous (planeWave k) := by
    intro k
    show Continuous fun x : ℝ => Complex.exp (2 * π * Complex.I * k * x)
    fun_prop
  -- split the cosine into its two plane waves
  have hV : ∀ x : ℝ, conj (planeWave m x) * (densePotential c τ N x : ℂ) * planeWave n x =
      c / 2 * planeWave (-(N : ℤ)) τ * planeWave (n - m + N) x +
        c / 2 * planeWave N τ * planeWave (n - m - N) x := by
    intro x
    have h1 : planeWave (-(N : ℤ)) τ * planeWave (n - m + N) x = planeWave (n - m) x *
        Complex.exp (((2 * π * N * (x - τ) : ℝ) : ℂ) * Complex.I) := by
      unfold planeWave
      rw [← Complex.exp_add, ← Complex.exp_add]
      congr 1
      push_cast
      ring
    have h2 : planeWave N τ * planeWave (n - m - N) x = planeWave (n - m) x *
        Complex.exp (-((2 * π * N * (x - τ) : ℝ) : ℂ) * Complex.I) := by
      unfold planeWave
      rw [← Complex.exp_add, ← Complex.exp_add]
      congr 1
      push_cast
      ring
    rw [densePotential, Complex.ofReal_mul, Complex.ofReal_cos, Complex.cos]
    linear_combination (c * ((Complex.exp (((2 * π * N * (x - τ) : ℝ) : ℂ) * Complex.I) +
      Complex.exp (-((2 * π * N * (x - τ) : ℝ) : ℂ) * Complex.I)) / 2)) *
        conj_planeWave_mul m n x - c / 2 * h1 - c / 2 * h2
  unfold exactElement
  simp_rw [hV]
  have hi : ∀ (z : ℂ) (k : ℤ), IntervalIntegrable (fun x : ℝ => z * planeWave k x)
      MeasureTheory.volume 0 1 := fun z k =>
    (continuous_const.mul (hp k)).intervalIntegrable _ _
  rw [intervalIntegral.integral_add
    (hi (c / 2 * planeWave (-(N : ℤ)) τ) (n - m + N))
    (hi (c / 2 * planeWave N τ) (n - m - N)),
    intervalIntegral.integral_const_mul, intervalIntegral.integral_const_mul,
    integral_planeWave, integral_planeWave]
  ring
```

On the grid, `hv` states that all samples of the potential agree. The orthogonality of the grid average then gives the diagonal form.

```lean
/-- Between plane waves whose frequencies differ by less than `N`, the sampled potential
is diagonal with the value `c cos (2 π N τ)`. -/
theorem gridElement_planeWave (c τ : ℝ) {N : ℕ} {m n : ℤ} (h : |n - m| < N) :
    gridElement N (densePotential c τ N) (planeWave m) (planeWave n) =
      ((c * Real.cos (2 * π * N * τ) : ℝ) : ℂ) * (if n - m = 0 then 1 else 0) := by
  have hpos : (0 : ℤ) < N := lt_of_le_of_lt (abs_nonneg _) h
  have hR : (N : ℝ) ≠ 0 := by exact_mod_cast hpos.ne'
  -- every grid point sees the same phase of the cosine
  have hv : ∀ j : ℕ, densePotential c τ N ((j : ℝ) / N) = c * Real.cos (2 * π * N * τ) := by
    intro j
    have e : 2 * π * N * ((j : ℝ) / N - τ) = j * (2 * π) - 2 * π * N * τ := by
      field_simp
    rw [densePotential, e, Real.cos_nat_mul_two_pi_sub]
  rw [← gridAverage_planeWave h, gridElement, ← mul_div_assoc, Finset.mul_sum]
  congr 1
  refine Finset.sum_congr rfl fun j _ => ?_
  rw [hv, ← conj_planeWave_mul]
  ring
```

## The sampling error and the level shift

The main theorem holds for all real $c,\tau$ and all coefficients, under the single hypothesis `2 * M < N`, which also forces $N\ge1$. Its proof treats the overlap as the exact element of the potential 1, so that `element_expand` applies to both sides and they can be compared term by term. The calls to `omega` supply the inequalities $|n-m|<N$ and $n-m\ne\pm N$.

```lean
/-- For orbitals of degree at most `M` with `2 M < N`, sampling the dense-grid potential at
`N` points gives `c cos (2 π N τ)` times their overlap, while the exact matrix element is
zero. -/
theorem subsampling_error (c τ : ℝ) {M N : ℕ} (h : 2 * M < N) (a b : ℤ → ℂ) :
    gridElement N (densePotential c τ N) (orbital M a) (orbital M b) =
      ((c * Real.cos (2 * π * N * τ) : ℝ) : ℂ) * overlap (orbital M a) (orbital M b) ∧
    exactElement (densePotential c τ N) (orbital M a) (orbital M b) = 0 := by
  have hV : Continuous (densePotential c τ N) := by
    show Continuous fun x : ℝ => c * Real.cos (2 * π * N * (x - τ))
    fun_prop
  constructor
  · -- the overlap is the matrix element of the unit potential
    have ho : overlap (orbital M a) (orbital M b) =
        exactElement (fun _ => 1) (orbital M a) (orbital M b) := by
      simp only [overlap, exactElement, Complex.ofReal_one, mul_one]
    rw [ho, (element_expand M N a b continuous_const).1, (element_expand M N a b hV).2,
      Finset.mul_sum]
    refine Finset.sum_congr rfl fun m hm => ?_
    rw [Finset.mul_sum]
    refine Finset.sum_congr rfl fun n hn => ?_
    rw [Finset.mem_Icc] at hm hn
    have h1 : exactElement (fun _ => 1) (planeWave m) (planeWave n) =
        if n - m = 0 then 1 else 0 := by
      simp only [exactElement, Complex.ofReal_one, mul_one, conj_planeWave_mul,
        integral_planeWave]
    rw [gridElement_planeWave c τ (abs_lt.mpr ⟨by omega, by omega⟩), h1]
    ring
  · -- no two frequencies in the basis differ by `N`
    rw [(element_expand M N a b hV).1]
    refine Finset.sum_eq_zero fun m hm => Finset.sum_eq_zero fun n hn => ?_
    rw [Finset.mem_Icc] at hm hn
    rw [exactElement_planeWave, if_neg (by omega), if_neg (by omega)]
    ring
```

For the levels, `hmat` identifies the sampled matrix with a multiple of the identity, and the common term is then cancelled. `H` is an arbitrary complex matrix, not necessarily Hermitian, and a nonzero `v` that satisfies either equation is an eigenvector of both matrices. The eigenproblem is the ordinary one. Ultrasoft orbitals obey a generalised problem $Hv=ESv$ with an overlap matrix $S$, where a multiple of the identity need not shift all levels equally.

```lean
/-- For `2 M < N`, adding the sampled potential to any Hamiltonian matrix `H` in the
plane-wave basis keeps its eigenvectors and shifts each level by `c cos (2 π N τ)`. -/
theorem level_shift (c τ : ℝ) {M N : ℕ} (h : 2 * M < N)
    (H : Matrix (Modes M) (Modes M) ℂ) (E : ℂ) (v : Modes M → ℂ) :
    (H + gridMatrix M N (densePotential c τ N)).mulVec v =
      (E + ((c * Real.cos (2 * π * N * τ) : ℝ) : ℂ)) • v ↔ H.mulVec v = E • v := by
  have hmat : gridMatrix M N (densePotential c τ N) =
      ((c * Real.cos (2 * π * N * τ) : ℝ) : ℂ) • (1 : Matrix (Modes M) (Modes M) ℂ) := by
    ext m n
    have hm := Finset.mem_Icc.mp m.2
    have hn := Finset.mem_Icc.mp n.2
    rw [gridMatrix, Matrix.of_apply,
      gridElement_planeWave c τ (abs_lt.mpr ⟨by omega, by omega⟩),
      Matrix.smul_apply, Matrix.one_apply, smul_eq_mul]
    by_cases hmn : m = n
    · rw [if_pos hmn, if_pos (by rw [hmn, sub_self])]
    · rw [if_neg hmn, if_neg fun h' => hmn (Subtype.ext (by omega))]
  rw [hmat, Matrix.add_mulVec, Matrix.smul_mulVec, Matrix.one_mulVec, add_smul]
  exact add_left_inj _
```

If $2M<N$ is relaxed to $2M\le N$, the exact element need not vanish. At $N=2M>0$ the two outermost plane waves differ in frequency by exactly $N$, and their element is $\tfrac c2e^{2\pi iN\tau}$, which is nonzero for $c\ne0$.

```lean
/-- At `N = 2 M` with `M > 0`, the exact matrix element between the plane waves of
frequencies `-M` and `M` is `(c / 2) exp (2 π i N τ)`. -/
theorem exactElement_edge (c τ : ℝ) {M : ℕ} (hM : 0 < M) :
    exactElement (densePotential c τ (2 * M)) (planeWave (-(M : ℤ))) (planeWave M) =
      c / 2 * planeWave ((2 * M : ℕ) : ℤ) τ := by
  rw [exactElement_planeWave, if_neg (by omega), if_pos (by omega)]
  ring

end

end SubsampledPotential
```

```lean
#print axioms SubsampledPotential.subsampling_error
-- 'SubsampledPotential.subsampling_error' depends on axioms: [propext, Classical.choice, Quot.sound]
#print axioms SubsampledPotential.level_shift
-- 'SubsampledPotential.level_shift' depends on axioms: [propext, Classical.choice, Quot.sound]
#print axioms SubsampledPotential.exactElement_edge
-- 'SubsampledPotential.exactElement_edge' depends on axioms: [propext, Classical.choice, Quot.sound]
```
